# The extrema of coherent transmission through two identical lossless scatterers

Two identical scatterers in series, with reflection amplitude r and transmission amplitude t, transmit coherently with probability |t²/(1 − r²e^{ip})|², where p is the round-trip phase. The theorem `transmission_extrema` assumes that each scatterer is lossless, |r|² + |t|² = 1, and that t ≠ 0. It states that, as p runs over [0, 2π], this probability has minimum (T/(2 − T))² and maximum 1, both attained, where T = |t|². The attempt bounds the modulus of the denominator between T and 2 − T by triangle inequalities, then uses `phase_alignment` to give a phase at which each bound is reached.

The first attempt, which Lean rejects:

```lean
import Mathlib

open Complex ComplexConjugate

namespace TransmissionExtrema

noncomputable section

/-- Coherent transmission probability of two identical scatterers at round-trip phase `p`, given by
the closed form of the path sum, for `‖r‖ < 1`. -/
def coherentTransmission (r t : ℂ) (p : ℝ) : ℝ :=
  ‖t ^ 2 / (1 - r ^ 2 * exp (p * I))‖ ^ 2

/-- A round trip multiplies the amplitude by a factor of modulus `‖r‖ ^ 2`, whatever the phase. -/
theorem norm_roundTrip (r : ℂ) (p : ℝ) : ‖r ^ 2 * exp (p * I)‖ = ‖r‖ ^ 2 := by
  rw [norm_mul, norm_pow, Complex.norm_exp_ofReal_mul_I, mul_one]

/-- The phase `π - arg w` lies in `[0, 2π]`, and rotating `w` by it gives `-‖w‖`. -/
theorem phase_alignment (w : ℂ) :
    Real.pi - arg w ∈ Set.Icc 0 (2 * Real.pi) ∧
      w * exp ((Real.pi - arg w : ℝ) * I) = -(‖w‖ : ℂ) := by
  refine ⟨⟨by linarith [Complex.arg_le_pi w], by linarith [Complex.neg_pi_lt_arg w]⟩, ?_⟩
  have h := Complex.norm_mul_exp_arg_mul_I w
  calc w * exp ((Real.pi - arg w : ℝ) * I)
      = (‖w‖ * exp (arg w * I)) * exp ((Real.pi - arg w : ℝ) * I) := by rw [h]
    _ = ‖w‖ * exp (Real.pi * I) := by
        rw [mul_assoc, ← Complex.exp_add]
        congr 2
        push_cast
        ring
    _ = -(‖w‖ : ℂ) := by
        rw [Complex.exp_pi_mul_I]
        ring

/-- For lossless scatterers with `t ≠ 0` and `T = ‖t‖ ^ 2`, the coherent transmission has
minimum `(T / (2 - T)) ^ 2` and maximum 1 over the round-trip phase. -/
theorem transmission_extrema {r t : ℂ} (h : ‖r‖ ^ 2 + ‖t‖ ^ 2 = 1) (ht : t ≠ 0) :
    IsLeast (coherentTransmission r t '' Set.Icc 0 (2 * Real.pi))
        ((‖t‖ ^ 2 / (2 - ‖t‖ ^ 2)) ^ 2) ∧
      IsGreatest (coherentTransmission r t '' Set.Icc 0 (2 * Real.pi)) 1 := by
  have hT : 0 < ‖t‖ ^ 2 := pow_pos (norm_pos_iff.mpr ht) 2
  have hR : ‖r‖ ^ 2 = 1 - ‖t‖ ^ 2 := by linarith
  have hT2 : 0 < 2 - ‖t‖ ^ 2 := by nlinarith [sq_nonneg ‖r‖]
  have hf : ∀ p : ℝ, coherentTransmission r t p =
      (‖t‖ ^ 2 / ‖1 - r ^ 2 * exp (p * I)‖) ^ 2 := by
    intro p
    rw [coherentTransmission, norm_div, norm_pow]
  -- triangle inequalities for the resonance denominator
  have hlow : ∀ p : ℝ, ‖t‖ ^ 2 ≤ ‖1 - r ^ 2 * exp (p * I)‖ := by
    intro p
    have h1 := norm_sub_norm_le (1 : ℂ) (r ^ 2 * exp (p * I))
    rw [norm_roundTrip, norm_one] at h1
    linarith
  have hup : ∀ p : ℝ, ‖1 - r ^ 2 * exp (p * I)‖ ≤ 2 - ‖t‖ ^ 2 := by
    intro p
    have h1 := norm_sub_le (1 : ℂ) (r ^ 2 * exp (p * I))
    rw [norm_roundTrip, norm_one] at h1
    linarith
  refine ⟨⟨⟨_, (phase_alignment (r ^ 2)).1, ?_⟩, ?_⟩,
    ⟨⟨_, (phase_alignment (-r ^ 2)).1, ?_⟩, ?_⟩⟩
  · have hden : (1 : ℂ) - -(‖r ^ 2‖ : ℂ) = ((2 - ‖t‖ ^ 2 : ℝ) : ℂ) := by
      rw [norm_pow, hR]
      push_cast
      ring
    rw [hf, (phase_alignment (r ^ 2)).2, hden, Complex.norm_real, Real.norm_of_nonneg hT2.le]
  · rintro _ ⟨p, _, rfl⟩
    rw [hf]
    exact pow_le_pow_left₀ (div_nonneg hT.le hT2.le)
      (div_le_div_of_nonneg_left hT.le (hT.trans_le (hlow p)) (hup p)) 2
  · have hden : (1 : ℂ) - r ^ 2 * exp ((Real.pi - arg (-r ^ 2) : ℝ) * I)
        = ((‖t‖ ^ 2 : ℝ) : ℂ) := by
      have h1 := (phase_alignment (-r ^ 2)).2
      rw [norm_neg, norm_pow, hR, Complex.ofReal_sub, Complex.ofReal_one] at h1
      linear_combination h1
    rw [hf, hden, Complex.norm_real, Real.norm_of_nonneg hT.le, div_self hT.ne', one_pow]
  · rintro _ ⟨p, _, rfl⟩
    rw [hf]
    exact pow_le_one₀ (by positivity) ((div_le_one (hT.trans_le (hlow p))).mpr (hlow p))

end

end TransmissionExtrema
```

The error:

```
Main.lean:73:54: error: Tactic `rewrite` failed: Did not find an occurrence of the pattern
  ↑1
in the target expression
  -r ^ 2 * cexp ((↑Real.pi - ↑(-r ^ 2).arg) * I) = -↑(1 - ‖t‖ ^ 2)

r t : ℂ
h : ‖r‖ ^ 2 + ‖t‖ ^ 2 = 1
ht : t ≠ 0
hT : 0 < ‖t‖ ^ 2
hR : ‖r‖ ^ 2 = 1 - ‖t‖ ^ 2
hT2 : 0 < 2 - ‖t‖ ^ 2
hf : ∀ (p : ℝ), coherentTransmission r t p = (‖t‖ ^ 2 / ‖1 - r ^ 2 * cexp (↑p * I)‖) ^ 2
hlow : ∀ (p : ℝ), ‖t‖ ^ 2 ≤ ‖1 - r ^ 2 * cexp (↑p * I)‖
hup : ∀ (p : ℝ), ‖1 - r ^ 2 * cexp (↑p * I)‖ ≤ 2 - ‖t‖ ^ 2
h1 : -r ^ 2 * cexp ((↑Real.pi - ↑(-r ^ 2).arg) * I) = -↑(1 - ‖t‖ ^ 2)
⊢ 1 - r ^ 2 * cexp (↑(Real.pi - (-r ^ 2).arg) * I) = ↑(‖t‖ ^ 2)
```

This version goes through:

```diff
@@ -71,5 +71,6 @@
         = ((‖t‖ ^ 2 : ℝ) : ℂ) := by
       have h1 := (phase_alignment (-r ^ 2)).2
-      rw [norm_neg, norm_pow, hR, Complex.ofReal_sub, Complex.ofReal_one] at h1
+      rw [norm_neg, norm_pow, hR] at h1
+      push_cast at h1 ⊢
       linear_combination h1
     rw [hf, hden, Complex.norm_real, Real.norm_of_nonneg hT.le, div_self hT.ne', one_pow]
```

Diagnosis. The error arises in showing that the maximum is attained. The hypothesis `h1` contains two real differences cast to the complex numbers: the phase π − arg(−r²) in the exponent, and 1 − |t|² on the right. The rewrite with `Complex.ofReal_sub` was meant for the second, but its pattern matched the first. Once the pattern is fixed by a match, `rw` rewrites only instances of that same expression, so the phase was split and `↑(1 - ‖t‖ ^ 2)` stayed whole. `Complex.ofReal_one` then found no separate `↑1` to rewrite, which is what the message reports.

The repair drops these two rewrites and uses `push_cast at h1 ⊢`, which moves casts inward wherever they occur, in both the hypothesis and the goal. The right side of `h1` is thus expanded as intended. The goal needs the same treatment because its exponent still holds the phase as a single cast difference; afterwards the exponentials agree in form, and `linear_combination h1` closes the goal by algebra.
